# The diagonal Fermi matrix tends to a projector at zero temperature if no level lies at the chemical potential

Take a single level of energy e, one energy unit below the chemical potential mu. At inverse temperature b = 1/(k_B T) its Fermi occupation is

f = 1/(1 + exp(−b)),

and it falls short of full occupation by

1 − f = exp(−b)/(1 + exp(−b)) ≤ exp(−b).

As b → ∞ the occupation tends to 1, a number equal to its own square. If the level sits exactly at mu, the exponential is exp(0) = 1 and the occupation is 1/2 at every b, while its square is 1/4. A diagonal matrix of occupations repeats this behaviour entry by entry.

In electronic structure, purification schemes drive a density matrix towards idempotency, which reads P² = P for spin orbitals in an orthonormal basis. The theorems below say when a thermal density matrix approaches that condition by cooling alone, for finitely many non-interacting levels with energies and mu held fixed.

## Occupations and their matrices

```lean
import Mathlib

open Filter Topology Matrix

namespace FermiZeroTemperature

noncomputable section
```

The first line loads the mathematical library Mathlib. The `open` line allows short names for limits and matrices.

```lean
/-- The Fermi occupation of a level of energy `e` at inverse temperature `b` and
chemical potential `mu`. -/
def fermi (b mu e : ℝ) : ℝ := 1 / (1 + Real.exp (b * (e - mu)))
```

This defines the occupation as a real function of three real numbers:

fermi(b, mu, e) = 1/(1 + exp(b(e − mu))).

Boltzmann's constant is absorbed into b, and each level holds at most one electron, so a level here is a spin orbital.

```lean
/-- The sharp filling: occupation one below the chemical potential, zero elsewhere. -/
def step (mu e : ℝ) : ℝ := if e < mu then 1 else 0
```

The sharp filling is 1 for e < mu and 0 otherwise. A level exactly at mu is assigned 0 by this convention.

```lean
variable {n : Type*} [Fintype n] [DecidableEq n]

/-- The diagonal matrix of Fermi occupations of the levels `e i`. -/
def fermiMatrix (b mu : ℝ) (e : n → ℝ) : Matrix n n ℝ :=
  Matrix.diagonal fun i => fermi b mu (e i)
```

The type `n` is a finite set of labels for the levels, and `e : n → ℝ` assigns a real energy e_i to each label i. The matrix `fermiMatrix b mu e`, written F(b) below, has the occupations on its diagonal and zeros elsewhere.

```lean
/-- The diagonal matrix with entry one for each level below `mu` and zero elsewhere. -/
def stepMatrix (mu : ℝ) (e : n → ℝ) : Matrix n n ℝ :=
  Matrix.diagonal fun i => step mu (e i)
```

The matrix `stepMatrix mu e`, written S below, is built in the same way from the sharp fillings.

```lean
/-- The matrix `U diag(d) U†`, with occupations `d` in the orbitals given by the
columns of `U`. -/
def inOrbitals (U : Matrix n n ℂ) (d : n → ℝ) : Matrix n n ℂ :=
  U * Matrix.diagonal (fun i => (d i : ℂ)) * Uᴴ
```

In a general orthonormal basis, the columns of a complex square matrix U hold the coefficients of the orbitals, and `Uᴴ` is the conjugate transpose U†. With real occupations d_k the definition reads

(U diag(d) U†)_ij = Σ_k U_ik d_k conj(U_jk).

Nothing is required of U yet.

## One level as the temperature falls

```lean
/-- The Fermi occupation differs from the sharp filling by at most `exp (-b |e - mu|)`. -/
theorem fermi_error (b mu e : ℝ) :
    |fermi b mu e - step mu e| ≤ Real.exp (-b * |e - mu|) := by
  have hx : 0 < Real.exp (b * (e - mu)) := Real.exp_pos _
  unfold fermi step
  rcases lt_or_ge e mu with h | h
  · -- below the chemical potential the sharp filling is one
    have hs : -b * |e - mu| = b * (e - mu) := by
      rw [abs_of_neg (by linarith : e - mu < 0)]
      ring
    rw [if_pos h, hs]
    generalize Real.exp (b * (e - mu)) = x at hx ⊢
    have hp : 0 < 1 + x := by linarith
    have h1 : 1 / (1 + x) ≤ 1 := by
      rw [div_le_iff₀ hp]
      linarith
    have h2 : 1 - x ≤ 1 / (1 + x) := by
      rw [le_div_iff₀ hp]
      nlinarith [sq_nonneg x]
    exact abs_le.2 ⟨by linarith, by linarith⟩
  · -- at or above it the error is the occupation itself, bounded by the Boltzmann factor
    have hs : Real.exp (-b * |e - mu|) = 1 / Real.exp (b * (e - mu)) := by
      rw [abs_of_nonneg (by linarith : 0 ≤ e - mu), neg_mul, Real.exp_neg, one_div]
    have hp : 0 < 1 / (1 + Real.exp (b * (e - mu))) := by positivity
    rw [if_neg (not_lt_of_ge h), hs, sub_zero, abs_of_pos hp]
    exact one_div_le_one_div_of_le hx (by linarith)
```

The theorem states that

|fermi(b, mu, e) − step(mu, e)| ≤ exp(−b|e − mu|)

for all real b, mu and e. To derive it, set x = exp(b(e − mu)), which is positive.

If e < mu, then |e − mu| = −(e − mu), so the right-hand side is x. The sharp filling is 1, and the error is

1 − 1/(1 + x) = x/(1 + x) ≤ x.

If e ≥ mu, the right-hand side is 1/x. The sharp filling is 0, and the error is

1/(1 + x) ≤ 1/x.

The Lean proof splits into the same two cases with `rcases`. In the first it encloses the occupation between 1 − x and 1. The lower bound holds because (1 − x)(1 + x) = 1 − x² ≤ 1, which is why `nlinarith` is given the fact that x² is not negative.

```lean
/-- The occupation of a level away from the chemical potential tends to the sharp filling
as the temperature goes to zero. -/
theorem fermi_tendsto {mu e : ℝ} (h : e ≠ mu) :
    Tendsto (fun b => fermi b mu e) atTop (𝓝 (step mu e)) := by
  have hexp : Tendsto (fun b : ℝ => Real.exp (-b * |e - mu|)) atTop (𝓝 0) :=
    Real.tendsto_exp_atBot.comp
      (tendsto_neg_atTop_atBot.atBot_mul_const (abs_pos.2 (sub_ne_zero.2 h)))
  rw [tendsto_iff_norm_sub_tendsto_zero]
  refine squeeze_zero (fun _ => norm_nonneg _) (fun b => ?_) hexp
  rw [Real.norm_eq_abs]
  exact fermi_error b mu e
```

The expression `Tendsto g atTop (𝓝 a)` is Lean's way of saying that g(b) → a as b → ∞. The hypothesis `h : e ≠ mu` keeps the level away from the chemical potential.

Under this hypothesis |e − mu| is a fixed positive number, so −b|e − mu| → −∞ and exp(−b|e − mu|) → 0. That is `hexp`. The error lies between 0 and this exponential, and `squeeze_zero` concludes that it vanishes too.

```lean
/-- A sharp filling equals its own square. -/
theorem step_mul_self (mu e : ℝ) : step mu e * step mu e = step mu e := by
  unfold step
  split_ifs <;> norm_num
```

The sharp filling is 0 or 1, and 0·0 = 0, 1·1 = 1. The tactic `split_ifs` separates the two cases and `norm_num` does the arithmetic.

## The matrix limit, and what a level at mu does to it

```lean
/-- If no level lies at the chemical potential, the Fermi matrix tends, as `b` goes to
infinity, to the diagonal matrix of sharp fillings, and that matrix is idempotent. -/
theorem fermiMatrix_tendsto {mu : ℝ} {e : n → ℝ} (h : ∀ i, e i ≠ mu) :
    Tendsto (fun b => fermiMatrix b mu e) atTop (𝓝 (stepMatrix mu e)) ∧
      stepMatrix mu e * stepMatrix mu e = stepMatrix mu e := by
  constructor
  · have hc : Continuous fun d : n → ℝ => Matrix.diagonal d :=
      continuous_id.matrix_diagonal
    exact (hc.tendsto _).comp (tendsto_pi_nhds.2 fun i => fermi_tendsto (h i))
  · simp only [stepMatrix, Matrix.diagonal_mul_diagonal, step_mul_self]
```

The hypothesis `∀ i, e i ≠ mu` says that no level lies at the chemical potential. The conclusion has two parts joined by `∧`, "and":

F(b) → S as b → ∞, and S² = S.

Convergence of matrices here means convergence of every entry. The off-diagonal entries are zero throughout, and each diagonal entry converges by the one-level theorem. Lean expresses this by noting that the map from a list of numbers to a diagonal matrix is continuous, and that a list converges when each of its members does (`tendsto_pi_nhds`).

For the second part, the product of two diagonal matrices is diagonal with entries multiplied in pairs, so

(S²)_ii = step(mu, e_i)² = step(mu, e_i) = S_ii.

```lean
/-- The Fermi matrix has an idempotent zero-temperature limit exactly when no level lies
at the chemical potential. -/
theorem idempotent_limit_iff (mu : ℝ) (e : n → ℝ) :
    (∃ P : Matrix n n ℝ, P * P = P ∧
      Tendsto (fun b => fermiMatrix b mu e) atTop (𝓝 P)) ↔ ∀ i, e i ≠ mu := by
  constructor
  · rintro ⟨P, hPP, hP⟩ i hi
    have c1 : Continuous fun M : Matrix n n ℝ => M i i :=
      continuous_id.matrix_elem i i
    have c2 : Continuous fun M : Matrix n n ℝ => (M * M) i i :=
      (continuous_id.matrix_mul continuous_id).matrix_elem i i
    have h1 : Tendsto (fun b => fermiMatrix b mu e i i) atTop (𝓝 (P i i)) :=
      (c1.tendsto P).comp hP
    have h2 : Tendsto (fun b => (fermiMatrix b mu e * fermiMatrix b mu e) i i) atTop
        (𝓝 ((P * P) i i)) := (c2.tendsto P).comp hP
    -- a level at the chemical potential is half filled at every temperature
    have hf : ∀ b, fermi b mu (e i) = 1 / 2 := by
      intro b
      rw [hi]
      norm_num [fermi]
    rw [hPP] at h2
    simp only [fermiMatrix, Matrix.diagonal_mul_diagonal, Matrix.diagonal_apply_eq, hf]
      at h1 h2
    have a1 := tendsto_nhds_unique h1 tendsto_const_nhds
    have a2 := tendsto_nhds_unique h2 tendsto_const_nhds
    linarith
  · intro h
    exact ⟨stepMatrix mu e, (fermiMatrix_tendsto h).2, (fermiMatrix_tendsto h).1⟩
```

This is an equivalence: F(b) has some idempotent limit P if and only if no level lies at mu. The direction from right to left is the previous theorem with P = S.

For the other direction, suppose that F(b) → P with P² = P, and that e_i = mu for some i. Reading off a diagonal entry is a continuous operation, and so is squaring a matrix first and then reading off the entry. Hence

F(b)_ii → P_ii and (F(b)²)_ii → (P²)_ii = P_ii.

But level i is half filled at every temperature, so the first sequence is constantly 1/2 and the second constantly 1/4. A limit is unique, so P_ii would equal both numbers, a contradiction. In the code, `c1` and `c2` are the two continuity statements, `hf` is the half filling, and `tendsto_nhds_unique` supplies uniqueness.

The smallest counter-example to the previous theorem without its hypothesis is one level with e = mu. Then F(b) is the 1×1 matrix (1/2) for all b. It does have a limit, namely itself, but that limit is neither idempotent nor equal to S = (0).

## The number of electrons

```lean
/-- If no level lies at the chemical potential, the trace of the Fermi matrix tends to the
number of levels below it. -/
theorem trace_tendsto {mu : ℝ} {e : n → ℝ} (h : ∀ i, e i ≠ mu) :
    Tendsto (fun b => (fermiMatrix b mu e).trace) atTop
      (𝓝 ((Finset.univ.filter fun i => e i < mu).card : ℝ)) := by
  have ht : (stepMatrix mu e).trace = ((Finset.univ.filter fun i => e i < mu).card : ℝ) := by
    simp [stepMatrix, step, Matrix.trace_diagonal, Finset.sum_boole]
  have hc : Continuous fun M : Matrix n n ℝ => M.trace := continuous_id.matrix_trace
  rw [← ht]
  exact (hc.tendsto _).comp (fermiMatrix_tendsto h).1
```

The trace of F(b) is the mean number of electrons. The expression `(Finset.univ.filter fun i => e i < mu).card` counts the labels i with e_i < mu, so the theorem reads

Σ_i fermi(b, mu, e_i) → number of levels below mu.

By hand, one takes the limit in each term of a finite sum, and the sum of the sharp fillings is the count. Lean computes the trace of S in `ht` and then uses continuity of the trace.

Here mu stays fixed while b grows. A calculation at fixed electron number, where mu is readjusted at each temperature, is a different limit.

## The density matrix in orthonormal orbitals

```lean
/-- In any orthonormal set of orbitals `U` with no level at the chemical potential, the thermal
density matrix tends to the matrix with sharp fillings in the same orbitals, which is idempotent and
Hermitian. -/
theorem density_tendsto {U : Matrix n n ℂ} (hU : Uᴴ * U = 1) {mu : ℝ} {e : n → ℝ}
    (h : ∀ i, e i ≠ mu) :
    Tendsto (fun b => inOrbitals U fun i => fermi b mu (e i)) atTop
        (𝓝 (inOrbitals U fun i => step mu (e i))) ∧
      (inOrbitals U fun i => step mu (e i)) * (inOrbitals U fun i => step mu (e i)) =
        (inOrbitals U fun i => step mu (e i)) ∧
      (inOrbitals U fun i => step mu (e i)).IsHermitian := by
  refine ⟨?_, ?_, ?_⟩
  · have hd : Continuous fun d : n → ℝ => fun i => (d i : ℂ) :=
      continuous_pi fun i => Complex.continuous_ofReal.comp (continuous_apply i)
    have hc : Continuous fun d : n → ℝ => inOrbitals U d :=
      (continuous_const.matrix_mul hd.matrix_diagonal).matrix_mul continuous_const
    exact (hc.tendsto _).comp (tendsto_pi_nhds.2 fun i => fermi_tendsto (h i))
  · unfold inOrbitals
    have hD : Matrix.diagonal (fun i => (step mu (e i) : ℂ)) *
        Matrix.diagonal (fun i => (step mu (e i) : ℂ)) =
        Matrix.diagonal (fun i => (step mu (e i) : ℂ)) := by
      simp only [Matrix.diagonal_mul_diagonal, ← Complex.ofReal_mul, step_mul_self]
    generalize Matrix.diagonal (fun i => (step mu (e i) : ℂ)) = D at hD ⊢
    -- orthonormality removes the inner pair of orbital matrices
    calc U * D * Uᴴ * (U * D * Uᴴ) = U * D * (Uᴴ * U) * D * Uᴴ := by
          simp only [Matrix.mul_assoc]
      _ = U * D * Uᴴ := by rw [hU, Matrix.mul_one, Matrix.mul_assoc U D D, hD]
  · have hs : (Matrix.diagonal (fun i => (step mu (e i) : ℂ)))ᴴ =
        Matrix.diagonal (fun i => (step mu (e i) : ℂ)) := by
      rw [Matrix.diagonal_conjTranspose]
      congr 1
      funext i
      exact Complex.conj_ofReal _
    unfold Matrix.IsHermitian inOrbitals
    rw [Matrix.conjTranspose_mul, Matrix.conjTranspose_mul, hs,
      Matrix.conjTranspose_conjTranspose, Matrix.mul_assoc]

end

end FermiZeroTemperature
```

The new hypothesis `hU : Uᴴ * U = 1` says that the columns of U are orthonormal. Since U is square, they form a complete basis and U is unitary. Write D for the diagonal matrix of sharp fillings and P = U D U†. The theorem has three conclusions: the thermal density matrix tends to P, P² = P, and P† = P.

The convergence follows from the entry formula given with `inOrbitals`: each entry is a finite sum with fixed coefficients, so it converges when the occupations do. For idempotency,

P² = U D (U†U) D U† = U D² U† = U D U† = P,

which is the `calc` block, with `hD` supplying D² = D. For hermiticity,

P† = (U†)† D† U† = U D U† = P,

where D† = D because the fillings are real.

Of the three conclusions, only idempotency uses orthonormality. Take one level below mu and the 1×1 matrix U = (2). Then P = (4), whereas P² = (16).

The orbitals and energies are given data that do not change with b. A self-consistent calculation, in which both respond to the occupations, is not covered. Neither is a basis of overlapping atomic orbitals, where the coefficients of orthonormal orbitals do not in general satisfy U†U = 1.

```lean
#print axioms FermiZeroTemperature.fermiMatrix_tendsto
#print axioms FermiZeroTemperature.idempotent_limit_iff
#print axioms FermiZeroTemperature.trace_tendsto
#print axioms FermiZeroTemperature.density_tendsto
```

```
'FermiZeroTemperature.fermiMatrix_tendsto' depends on axioms: [propext, Classical.choice, Quot.sound]
'FermiZeroTemperature.idempotent_limit_iff' depends on axioms: [propext, Classical.choice, Quot.sound]
'FermiZeroTemperature.trace_tendsto' depends on axioms: [propext, Classical.choice, Quot.sound]
'FermiZeroTemperature.density_tendsto' depends on axioms: [propext, Classical.choice, Quot.sound]
```
